# The singlet amplitude after separate rotations of two spins one-half

Two spins one-half are in the normalised singlet state, and the operators cos(α/2) − i sin(α/2) σ·n and cos(β/2) − i sin(β/2) σ·m act on the first and the second. The theorem `singletExpectation_rotations` says that the expectation value of their tensor product in the singlet is cos(α/2) cos(β/2) + sin(α/2) sin(β/2) n·m. The vectors n and m are any real vectors; when they are unit vectors the operators are rotations by α and β, and the value is the amplitude for finding the rotated pair in the singlet again. The proof turns the expectation value into traces by `singletExpectation_eq`, replaces the cosines and sines by arbitrary real numbers, expands the matrices with `simp`, and closes the remaining identity with `linear_combination`, using i² = −1.

Lean 4 with Mathlib refuses this proof:

```lean
import Mathlib

open Matrix
open scoped Kronecker ComplexOrder

namespace SingletSurvival

noncomputable section

/-- The singlet state (|01⟩ - |10⟩)/√2 of two spins one-half. -/
def singlet : Fin 2 × Fin 2 → ℂ := fun p =>
  ((Real.sqrt 2 : ℝ) : ℂ)⁻¹ * (!![0, 1; -1, 0] : Matrix (Fin 2) (Fin 2) ℂ) p.1 p.2

/-- The singlet expectation value ⟨s, (A ⊗ B) s⟩ of a product of one-spin operators. -/
def singletExpectation (A B : Matrix (Fin 2) (Fin 2) ℂ) : ℂ :=
  star singlet ⬝ᵥ ((A ⊗ₖ B) *ᵥ singlet)

/-- The matrix σ·a for a real vector a. For a unit vector it is the spin component along a, in units
of ħ/2. -/
def pauliDot (a : Fin 3 → ℝ) : Matrix (Fin 2) (Fin 2) ℂ :=
  !![(a 2 : ℂ), a 0 - Complex.I * a 1; a 0 + Complex.I * a 1, -(a 2 : ℂ)]

/-- The operator cos(θ/2) - i sin(θ/2) σ·n, which for a unit vector n rotates a spin
one-half by the angle θ about n. -/
def spinRotation (n : Fin 3 → ℝ) (θ : ℝ) : Matrix (Fin 2) (Fin 2) ℂ :=
  ((Real.cos (θ / 2) : ℝ) : ℂ) • (1 : Matrix (Fin 2) (Fin 2) ℂ)
    - (Complex.I * ((Real.sin (θ / 2) : ℝ) : ℂ)) • pauliDot n

/-- The singlet expectation value of A ⊗ B is (tr A tr B - tr(AB))/2. -/
theorem singletExpectation_eq (A B : Matrix (Fin 2) (Fin 2) ℂ) :
    singletExpectation A B = (A.trace * B.trace - (A * B).trace) / 2 := by
  -- the two normalization factors combine to one half
  have hr : ((Real.sqrt 2 : ℝ) : ℂ)⁻¹ * ((Real.sqrt 2 : ℝ) : ℂ)⁻¹ = 1 / 2 := by
    rw [← mul_inv, ← Complex.ofReal_mul, Real.mul_self_sqrt (by norm_num)]
    norm_num
  simp [singletExpectation, singlet, dotProduct, Matrix.mulVec, Fintype.sum_prod_type,
    Fin.sum_univ_two, Matrix.kroneckerMap_apply, Matrix.trace_fin_two, Matrix.mul_apply]
  linear_combination (A 0 0 * B 1 1 + A 1 1 * B 0 0 - A 0 1 * B 1 0 - A 1 0 * B 0 1) * hr

/-- The singlet amplitude after the operators with angles α, β and vectors n, m act on the
two spins is cos(α/2) cos(β/2) + sin(α/2) sin(β/2) n·m. -/
theorem singletExpectation_rotations (n m : Fin 3 → ℝ) (α β : ℝ) :
    singletExpectation (spinRotation n α) (spinRotation m β) =
      ((Real.cos (α / 2) * Real.cos (β / 2)
        + Real.sin (α / 2) * Real.sin (β / 2) * (n ⬝ᵥ m) : ℝ) : ℂ) := by
  rw [singletExpectation_eq]
  unfold spinRotation pauliDot
  -- only the algebra of the coefficients matters
  generalize Real.cos (α / 2) = c₁
  generalize Real.cos (β / 2) = c₂
  generalize Real.sin (α / 2) = s₁
  generalize Real.sin (β / 2) = s₂
  simp [Matrix.trace_fin_two, Matrix.mul_apply, Fin.sum_univ_succ, dotProduct]
  linear_combination ((s₁ : ℂ) * s₂ * ((n 1 : ℂ) * m 1 * (Complex.I ^ 2 - 1)
    - (n 0 : ℂ) * m 0 - (n 2 : ℂ) * m 2)) * Complex.I_sq

end

end SingletSurvival
```

Messages:

```
Main.lean:54:2: error: ring failed, ring expressions not equal
n m : Fin 3 → ℝ
α β c₁ c₂ s₁ s₂ : ℝ
⊢ ↑c₁ * ↑c₂ * (1 / 2) + ↑c₁ * ↑c₂ * 1 1 (Fin.succ 0) * 1 (Fin.succ 0) 1 * (-1 / 2) +
            ↑c₁ * Complex.I * ↑s₂ * ↑(m 2) * (1 / 2) +
          ↑c₁ * Complex.I * ↑s₂ * ↑(m 2) * 1 1 (Fin.succ 0) * (-1 / 2) +
        ↑c₂ * Complex.I * ↑s₁ * ↑(n 2) * (1 / 2) +
      ↑c₂ * Complex.I * ↑s₁ * ↑(n 2) * 1 (Fin.succ 0) 1 * (-1 / 2) =
    0
```

After these edits no error is left:

```diff
@@ -51,5 +51,6 @@
   generalize Real.sin (α / 2) = s₁
   generalize Real.sin (β / 2) = s₂
-  simp [Matrix.trace_fin_two, Matrix.mul_apply, Fin.sum_univ_succ, dotProduct]
+  simp [Matrix.trace_fin_two, Matrix.mul_apply, Matrix.one_apply, Fin.sum_univ_two,
+    Fin.sum_univ_three, dotProduct]
   linear_combination ((s₁ : ℂ) * s₂ * ((n 1 : ℂ) * m 1 * (Complex.I ^ 2 - 1)
     - (n 0 : ℂ) * m 0 - (n 2 : ℂ) * m 2)) * Complex.I_sq
```

The error is reported at `linear_combination`, but the trouble comes from the `simp` before it. The goal left by `ring` still contains `1 1 (Fin.succ 0)` and `1 (Fin.succ 0) 1`, which are entries of the 2 × 2 identity matrix. `Fin.sum_univ_succ` had written the second index of a sum as `Fin.succ 0`, and `simp` did not bring it to the literal `1`. Both entries are diagonal and equal to 1, and with that value the leftover terms cancel, but `ring` treats them as unknown quantities.

In the repair `Fin.sum_univ_two` expands the matrix sums with the literal indices `0` and `1`, and `Fin.sum_univ_three` does the same for the three terms of the dot product. `Matrix.one_apply` states an entry of the identity matrix as 1 if its indices are equal and 0 otherwise, which `simp` can decide for literals. The `linear_combination` line is unchanged and now closes the goal.
